# Mean-zero roughness strengthens inverse-power attraction between plates in the proximity approximation

## Does height scatter average out of the plate–plate energy?

If I put the mean separation of two rough plates into the flat-plate van der Waals formula, the attraction can come out badly wrong. Suppose half of the area has a gap of $d/2$ and the other half a gap of $3d/2$. Averaging $-C/d^2$ over the two gaps gives more than twice the flat value at $d$. A Hamaker constant fitted with the flat formula would absorb that factor and come out too large.

My puzzle is that the deviations average to zero, so I expected the near and far regions roughly to cancel. Is the error always in this direction, even for a lopsided height distribution? And how fast does it fade as the plates move apart?

## The linear term cancels, and the rest adds attraction

Within the proximity approximation and a single inverse-power law, the direction is always the same. Symmetry of the distribution plays no role. The relative error fades as $1/d^2$, with a coefficient set by the mean square deviation.

Let flat plates at distance $d$ have energy per area
$$E_{\rm flat}(d)=-\frac{C}{d^n},$$
where $C$ is the strength of the attraction and $n$ is the power: $n=2$ without retardation, $n=3$ in the retarded regime. Let the local gap be $d+h_i$ on a fraction $p_i$ of the area, with $\sum_i p_i=1$ and $\sum_i p_ih_i=0$. The proximity approximation treats each patch as a piece of flat plate:
$$E_{\rm rough}(d)=\sum_i p_i\,E_{\rm flat}(d+h_i).$$

**Expanding one patch.** For $u>-1$, write
$$\frac1{(1+u)^n}=1-nu+u^2R_n(u),\qquad R_0(u)=0.$$
This is an exact equation with a remainder factor $R_n$, not a truncated series. To go from $n$ to $n+1$, divide by $1+u$ and use
$$1-nu=(1+u)\bigl(1-(n+1)u\bigr)+(n+1)u^2.$$
The result has the same form, with
$$R_{n+1}(u)=\frac{R_n(u)+n+1}{1+u}.$$

Two properties follow by induction. First, $R_n(u)>0$ for $n\ge1$, because the recursion adds a positive number to a non-negative one and divides by $1+u>0$. Second, as $u\to0$ the limit grows by $n+1$ at each step, so $R_n(u)\to 1+2+\dots+n=n(n+1)/2$.

**Averaging over patches.** Set $u_i=h_i/d$. Then
$$E_{\rm flat}-E_{\rm rough}=\frac{C}{d^n}\Bigl[\sum_i p_i\Bigl(1-\frac{nh_i}{d}+\frac{h_i^2}{d^2}R_n(u_i)\Bigr)-1\Bigr].$$
The constants cancel because the fractions sum to one, and the linear term vanishes because the mean deviation is zero. This leaves
$$E_{\rm flat}-E_{\rm rough}=\frac{C}{d^{n+2}}\sum_i p_ih_i^2\,R_n(h_i/d).$$

If $C>0$, $n\ge1$, all $p_i>0$, all local gaps are open and some $h_i\neq0$, the right side is positive, so the rough energy is strictly lower. The division by $d$ is safe, since $d=\sum_ip_i(d+h_i)$ is an average of positive gaps.

**Going to large distance.** Every $h_i/d$ tends to zero, so
$$d^{n+2}(E_{\rm flat}-E_{\rm rough})\to C\,\frac{n(n+1)}2\sum_ip_ih_i^2.$$
Since $E_{\rm rough}/E_{\rm flat}-1=(E_{\rm flat}-E_{\rm rough})\,d^n/C$, the relative correction times $d^2$ tends to $\frac{n(n+1)}2\sum_ip_ih_i^2$. The coefficient is 3 for $n=2$ and 6 for $n=3$.

**The smallest rough gap.** One height alone must be zero if its mean is zero, so roughness needs at least two. Take $h=\pm a$ with equal probabilities, $n=2$ and $d>a$. With $x=a^2/d^2$, the relative correction is
$$\frac{x(3-x)}{(1-x)^2}.$$
At $a=d/10$ this is about 3.05 %, close to the leading estimate $3x=3$ %. At $a=d/2$, your example, it is about 122 %, while the leading estimate gives only 75 %.

**Where you measure $d$ from matters.** Drop the condition on the mean and the inequality can reverse. A single deviation $h=a>0$ with probability one just widens the gap, and the attraction is weaker than at $d$. So a positive mean can't be allowed without further restriction. This happens, for instance, when $d$ is measured between the highest peaks instead of between the mean planes.

## What the Lean theorems say about the gap

The heights and their probabilities are real functions `h` and `p` on a finite index type `ι`. `flatEnergy C n d` is $-C/d^n$, and `roughEnergy p h C n d` is its average over the local gaps. An attraction therefore has negative energy, and "flat minus rough" is the excess attraction. `remainder n u` is $R_n(u)$.

- `excess_attraction` is the exact finite-distance formula. It assumes normalised weights, zero mean, $d>0$ and open gaps, but neither positive weights nor a sign for $C$.
- `rough_lt_flat` is the strict inequality. It adds positive probabilities, a nonzero deviation, $C>0$ and $n\ge1$. The hypothesis `hg` says that each local gap is open.
- `excess_tendsto` and `relative_correction_tendsto` are the two large-distance limits. The second needs $C\ne0$.
- `hamaker_rough_gap` takes $n=2$ and $C=A/(12\pi)$, with Hamaker constant $A>0$. The inequality holds whenever $d$ exceeds every $|h_i|$, and $d^4$ times the deficit tends to $\frac{A}{4\pi}\sum_ip_ih_i^2$.

The constant $A$ stands for the strength of the dispersion attraction between the two materials across the gap. Lifshitz theory would obtain it from their dielectric response; here it is a given positive number. The proximity approximation is likewise built into the definition of `roughEnergy`, so lateral correlations between patches are absent. One power law is used at all distances. For real plates, the $n=2$ limit therefore describes gaps much wider than the height deviations, yet much narrower than the lateral size of the roughness features, so that the proximity approximation holds, and short enough for retardation to be negligible.

For a finite set of heights and a single power law, this gives a simple check when flat-plate dispersion energies are compared with data on rough surfaces: the flat value at the mean distance underestimates the proximity attraction.

```lean
import Mathlib

open Filter Topology

namespace RoughGapDispersion

noncomputable section

/-- Interaction energy per area of two flat plates at distance `d > 0`, for an attraction
of strength `C` that falls off as the inverse `n`-th power of the distance. -/
def flatEnergy (C : ℝ) (n : ℕ) (d : ℝ) : ℝ := -C / d ^ n

/-- Proximity approximation for a rough gap with reference distance `d`: the flat-plate energy
averaged over the local gaps `d + h i > 0`, which occur with probabilities `p i`. -/
def roughEnergy {ι : Type*} [Fintype ι] (p h : ι → ℝ) (C : ℝ) (n : ℕ) (d : ℝ) : ℝ :=
  ∑ i, p i * flatEnergy C n (d + h i)

/-- The factor multiplying `u ^ 2` in the exact second-order expansion of the inverse
`n`-th power of `1 + u`, for `u > -1`, built up recursively in `n`. -/
def remainder : ℕ → ℝ → ℝ
  | 0, _ => 0
  | n + 1, u => (remainder n u + ((n : ℝ) + 1)) / (1 + u)

/-- For `u > -1` the inverse `n`-th power of `1 + u` equals its linear approximation
plus `u ^ 2` times the remainder factor. -/
theorem inverse_power_expansion (n : ℕ) {u : ℝ} (hu : 0 < 1 + u) :
    1 / (1 + u) ^ n = 1 - n * u + u ^ 2 * remainder n u := by
  have hne : 1 + u ≠ 0 := hu.ne'
  induction n with
  | zero => simp [remainder]
  | succ n ih =>
    have hs : 1 / (1 + u) ^ (n + 1) = (1 / (1 + u) ^ n) / (1 + u) := by
      rw [pow_succ, div_div]
    rw [hs, ih]
    simp only [remainder]
    push_cast
    field_simp
    ring

/-- For `u > -1` and a power of at least one, the remainder factor is positive. -/
theorem remainder_pos (n : ℕ) {u : ℝ} (hu : 0 < 1 + u) : 0 < remainder (n + 1) u := by
  have hnn : ∀ m : ℕ, 0 ≤ remainder m u := by
    intro m
    induction m with
    | zero => simp [remainder]
    | succ m ih =>
      simp only [remainder]
      exact div_nonneg (add_nonneg ih (by positivity)) hu.le
  simp only [remainder]
  exact div_pos (add_pos_of_nonneg_of_pos (hnn n) (by positivity)) hu

/-- For small relative height deviations the remainder factor tends to `n (n + 1) / 2`. -/
theorem remainder_tendsto (n : ℕ) :
    Tendsto (fun u => remainder n u) (𝓝 0) (𝓝 ((n : ℝ) * (n + 1) / 2)) := by
  induction n with
  | zero =>
    refine Tendsto.congr (f₁ := fun _ => (0 : ℝ)) (fun u => by simp only [remainder]) ?_
    simp
  | succ n ih =>
    have h1 : Tendsto (fun u : ℝ => 1 + u) (𝓝 0) (𝓝 (1 + 0)) :=
      tendsto_const_nhds.add tendsto_id
    have h2 : Tendsto (fun u => (remainder n u + ((n : ℝ) + 1)) / (1 + u)) (𝓝 0)
        (𝓝 (((n : ℝ) * (n + 1) / 2 + ((n : ℝ) + 1)) / (1 + 0))) :=
      (ih.add_const ((n : ℝ) + 1)).div h1 (by norm_num)
    have e : ((n : ℝ) * (n + 1) / 2 + ((n : ℝ) + 1)) / (1 + 0)
        = ((n + 1 : ℕ) : ℝ) * (((n + 1 : ℕ) : ℝ) + 1) / 2 := by
      push_cast
      ring
    rw [e] at h2
    exact h2.congr (fun u => by simp only [remainder])

variable {ι : Type*} [Fintype ι] {p h : ι → ℝ}

/-- Exact excess attraction of a rough gap at finite distance, for normalised weights,
mean-zero height deviations, positive mean distance and open local gaps. -/
theorem excess_attraction (hp : ∑ i, p i = 1) (hm : ∑ i, p i * h i = 0)
    (C : ℝ) (n : ℕ) {d : ℝ} (hd : 0 < d) (hg : ∀ i, 0 < d + h i) :
    flatEnergy C n d - roughEnergy p h C n d
      = C / d ^ (n + 2) * ∑ i, p i * h i ^ 2 * remainder n (h i / d) := by
  -- expand the energy of each local gap in the relative deviation `h i / d`
  have term : ∀ i, p i * flatEnergy C n (d + h i)
      = -(C / d ^ n) * p i + C * n / d ^ (n + 1) * (p i * h i)
        - C / d ^ (n + 2) * (p i * h i ^ 2 * remainder n (h i / d)) := by
    intro i
    have hu : 0 < 1 + h i / d := by
      have := div_pos (hg i) hd
      rwa [add_div, div_self hd.ne'] at this
    have e : d + h i = d * (1 + h i / d) := by field_simp
    have e2 : p i * flatEnergy C n (d + h i)
        = -(C / d ^ n) * p i * (1 / (1 + h i / d) ^ n) := by
      rw [flatEnergy, e, mul_pow]
      generalize 1 + h i / d = x
      ring
    rw [e2, inverse_power_expansion n hu]
    generalize remainder n (h i / d) = R
    ring
  -- the linear term averages to zero
  rw [roughEnergy, Finset.sum_congr rfl (fun i _ => term i), Finset.sum_sub_distrib,
    Finset.sum_add_distrib, ← Finset.mul_sum, ← Finset.mul_sum, ← Finset.mul_sum,
    hp, hm, flatEnergy]
  ring

/-- Roughness strengthens the attraction: for positive probabilities, mean-zero deviations
that are not all zero, open local gaps, `C > 0` and `n ≥ 1`, the proximity energy of the
rough gap lies strictly below the flat-plate energy at the mean distance. -/
theorem rough_lt_flat (hpos : ∀ i, 0 < p i) (hp : ∑ i, p i = 1)
    (hm : ∑ i, p i * h i = 0) (hne : ∃ i, h i ≠ 0) {C : ℝ} (hC : 0 < C)
    {n : ℕ} (hn : 1 ≤ n) {d : ℝ} (hg : ∀ i, 0 < d + h i) :
    roughEnergy p h C n d < flatEnergy C n d := by
  obtain ⟨j, hj⟩ := hne
  -- the mean distance is the average of the open local gaps
  have hd : 0 < d := by
    have hav : ∑ i, p i * (d + h i) = d := by
      simp only [mul_add, Finset.sum_add_distrib, ← Finset.sum_mul, hp, hm]
      ring
    have hs : 0 < ∑ i, p i * (d + h i) :=
      Finset.sum_pos (fun i _ => mul_pos (hpos i) (hg i)) ⟨j, Finset.mem_univ j⟩
    linarith
  obtain ⟨m, rfl⟩ : ∃ m, n = m + 1 := ⟨n - 1, by omega⟩
  have hR : ∀ i, 0 < remainder (m + 1) (h i / d) := by
    intro i
    apply remainder_pos
    have := div_pos (hg i) hd
    rwa [add_div, div_self hd.ne'] at this
  have hS : 0 < ∑ i, p i * h i ^ 2 * remainder (m + 1) (h i / d) :=
    Finset.sum_pos'
      (fun i _ => mul_nonneg (mul_nonneg (hpos i).le (sq_nonneg _)) (hR i).le)
      ⟨j, Finset.mem_univ j, mul_pos (mul_pos (hpos j) (pow_pos_of_ne j hj)) (hR j)⟩
  have hex := excess_attraction hp hm C (m + 1) hd hg
  have := mul_pos (div_pos hC (pow_pos hd (m + 1 + 2))) hS
  linarith
where
  pow_pos_of_ne (j : ι) (hj : h j ≠ 0) : 0 < h j ^ 2 := by positivity

/-- At large distance the excess attraction of a rough gap with normalised weights and
mean-zero deviations, multiplied by `d ^ (n + 2)`, tends to `C n (n + 1) / 2` times the
mean square deviation. -/
theorem excess_tendsto (hp : ∑ i, p i = 1) (hm : ∑ i, p i * h i = 0) (C : ℝ) (n : ℕ) :
    Tendsto (fun d => d ^ (n + 2) * (flatEnergy C n d - roughEnergy p h C n d)) atTop
      (𝓝 (C * ((n : ℝ) * (n + 1) / 2) * ∑ i, p i * h i ^ 2)) := by
  have T : Tendsto (fun d : ℝ => C * ∑ i, p i * h i ^ 2 * remainder n (h i / d)) atTop
      (𝓝 (C * ∑ i, p i * h i ^ 2 * ((n : ℝ) * (n + 1) / 2))) :=
    (tendsto_finsetSum _ fun i _ => ((remainder_tendsto n).comp
      (tendsto_const_nhds.div_atTop tendsto_id)).const_mul _).const_mul C
  have e : C * ∑ i, p i * h i ^ 2 * ((n : ℝ) * (n + 1) / 2)
      = C * ((n : ℝ) * (n + 1) / 2) * ∑ i, p i * h i ^ 2 := by
    rw [← Finset.sum_mul]
    ring
  rw [e] at T
  refine T.congr' ?_
  -- all local gaps are open once `d` is large
  filter_upwards [eventually_gt_atTop (0 : ℝ),
    eventually_all.2 fun i => eventually_gt_atTop (-h i)] with d hd hg
  rw [excess_attraction hp hm C n hd (fun i => by linarith [hg i])]
  have key : ∀ S : ℝ, C * S = d ^ (n + 2) * (C / d ^ (n + 2) * S) := fun S => by
    field_simp
  exact key _

/-- Hamaker's inverse-square energy with constant `A > 0`: if the deviations have positive
probabilities and mean zero and are not all zero, the flat model underestimates the proximity
attraction whenever `d` exceeds every `|h i|`, and at large distance `d ^ 4` times the deficit tends
to `A / (4 π)` times the mean square deviation. -/
theorem hamaker_rough_gap (hpos : ∀ i, 0 < p i) (hp : ∑ i, p i = 1)
    (hm : ∑ i, p i * h i = 0) (hne : ∃ i, h i ≠ 0) {A : ℝ} (hA : 0 < A) :
    (∀ d, (∀ i, |h i| < d) →
      roughEnergy p h (A / (12 * Real.pi)) 2 d < flatEnergy (A / (12 * Real.pi)) 2 d) ∧
    Tendsto (fun d => d ^ 4 * (flatEnergy (A / (12 * Real.pi)) 2 d
        - roughEnergy p h (A / (12 * Real.pi)) 2 d)) atTop
      (𝓝 (A / (4 * Real.pi) * ∑ i, p i * h i ^ 2)) := by
  constructor
  · intro d hd
    have hC : 0 < A / (12 * Real.pi) := by positivity
    exact rough_lt_flat hpos hp hm hne hC (by norm_num)
      (fun i => by linarith [neg_abs_le (h i), hd i])
  · have T := excess_tendsto hp hm (A / (12 * Real.pi)) 2
    have e : A / (12 * Real.pi) * (((2 : ℕ) : ℝ) * (((2 : ℕ) : ℝ) + 1) / 2)
        = A / (4 * Real.pi) := by
      push_cast
      ring
    rw [e] at T
    exact T

/-- Relative roughness correction at large distance: for `C ≠ 0`, normalised weights and mean-zero
deviations, `d ^ 2` times the relative change of the energy tends to `n (n + 1) / 2` times the mean
square deviation. -/
theorem relative_correction_tendsto (hp : ∑ i, p i = 1) (hm : ∑ i, p i * h i = 0)
    {C : ℝ} (hC : C ≠ 0) (n : ℕ) :
    Tendsto (fun d => d ^ 2 * (roughEnergy p h C n d / flatEnergy C n d - 1)) atTop
      (𝓝 ((n : ℝ) * (n + 1) / 2 * ∑ i, p i * h i ^ 2)) := by
  have T := (excess_tendsto hp hm C n).div_const C
  have e : C * ((n : ℝ) * (n + 1) / 2) * (∑ i, p i * h i ^ 2) / C
      = (n : ℝ) * (n + 1) / 2 * ∑ i, p i * h i ^ 2 := by
    rw [mul_assoc, mul_div_cancel_left₀ _ hC]
  rw [e] at T
  refine T.congr' ?_
  filter_upwards [eventually_gt_atTop (0 : ℝ)] with d hd
  have hdn : d ^ n ≠ 0 := (pow_pos hd n).ne'
  have hF : flatEnergy C n d ≠ 0 := div_ne_zero (neg_ne_zero.2 hC) hdn
  have hCF : C = -(flatEnergy C n d * d ^ n) := by
    rw [flatEnergy, div_mul_cancel₀ _ hdn, neg_neg]
  -- divide the excess by the flat-plate energy
  rw [div_eq_iff hC]
  calc d ^ (n + 2) * (flatEnergy C n d - roughEnergy p h C n d)
      = d ^ (n + 2) * (flatEnergy C n d
          - roughEnergy p h C n d / flatEnergy C n d * flatEnergy C n d) := by
        rw [div_mul_cancel₀ _ hF]
    _ = d ^ 2 * (roughEnergy p h C n d / flatEnergy C n d - 1)
          * -(flatEnergy C n d * d ^ n) := by
        generalize roughEnergy p h C n d / flatEnergy C n d = r
        ring
    _ = d ^ 2 * (roughEnergy p h C n d / flatEnergy C n d - 1) * C := by
        rw [← hCF]

end

end RoughGapDispersion
```

```lean
#print axioms RoughGapDispersion.rough_lt_flat
#print axioms RoughGapDispersion.hamaker_rough_gap
#print axioms RoughGapDispersion.relative_correction_tendsto
```

```
'RoughGapDispersion.rough_lt_flat' depends on axioms: [propext, Classical.choice, Quot.sound]
'RoughGapDispersion.hamaker_rough_gap' depends on axioms: [propext, Classical.choice, Quot.sound]
'RoughGapDispersion.relative_correction_tendsto' depends on axioms: [propext, Classical.choice, Quot.sound]
```

## From the recursion to the inequality and the limits

`inverse_power_expansion` proves the exact expansion by induction on `n`. The step splits off one factor $1/(1+u)$, inserts the induction hypothesis and lets `field_simp` and `ring` confirm the recursion. `remainder_pos` first shows that every $R_m(u)$ is non-negative, then that $R_{n+1}(u)$ is strictly positive. `remainder_tendsto` passes the limit through the recursion; its equation `e` is the sum $n(n+1)/2+(n+1)=(n+1)(n+2)/2$.

In `excess_attraction`, the auxiliary statement `term` expands the energy of one patch into its constant, linear and remainder parts. The sum is then split into these three parts, and rewriting with `hp` and `hm` replaces the total probability by one and the mean deviation by zero.

`rough_lt_flat` first derives $d>0$ from the average of the open gaps. It then applies `Finset.sum_pos'`: every term of the remainder sum is non-negative, and the term at the index `j` with $h_j\ne0$ is positive. The exact formula turns this into the inequality between energies.

For `excess_tendsto`, the limit of $R_n$ is composed with $h_i/d\to0$ and summed over the finitely many heights. The exact formula is available only when the gaps are open, so `filter_upwards` restricts attention to distances where $d>0$ and $d>-h_i$ for all $i$. That is enough for a limit at infinity.

`hamaker_rough_gap` combines the two results at $n=2$, using $-|h_i|\le h_i$ to see that the gaps are open. `relative_correction_tendsto` divides the excess limit by $C$ and uses $C=-E_{\rm flat}(d)\,d^n$ to recognise the relative correction.
